# Mixing the occupied orbitals multiplies a Slater determinant by the determinant of the mixing matrix

## Is the wavefunction still the same after I localise the occupied orbitals?

When a Hartree–Fock calculation has converged, I localise the occupied orbitals and carry on with the localised set as though the wavefunction had not changed. What bothers me is the algebra. With n occupied spin orbitals, each localised creation operator is a sum of n canonical ones, so the product that builds the determinant expands into nⁿ terms. How do they all collapse into the old determinant times a number? And does this need the mixing to be unitary? Some localisation schemes give me orbitals that aren't orthogonal.

## The nⁿ terms collapse to det M, unitary or not

For any square mixing matrix M, the new product of creation operators is det M times the old one. The formula does not require unitarity; if M is unitary, the factor is a phase. If det M = 0, the new orbitals are linearly dependent and the product vanishes.

### Why superpositions of fermionic operators give a determinant

Let b₀, …, bₙ₋₁ be the creation operators of the occupied spin orbitals. (The letter b often denotes bosons; here it does not.) Only two relations are used, for all i and j:

bᵢ bᵢ = 0

bᵢ bⱼ = −bⱼ bᵢ

The mixed operators are

cᵢ = Σⱼ M(i,j) bⱼ

and the claim is

c₀ c₁ ⋯ cₙ₋₁ = det(M) b₀ b₁ ⋯ bₙ₋₁.

For a row of coefficients v, write S(v) = Σⱼ vⱼ bⱼ. Its square is

S(v)² = Σᵢ Σⱼ vᵢ vⱼ bᵢ bⱼ.

The terms with i = j vanish because bᵢ bᵢ = 0. The others cancel in pairs, since

vᵢ vⱼ bᵢ bⱼ + vⱼ vᵢ bⱼ bᵢ = vᵢ vⱼ (bᵢ bⱼ + bⱼ bᵢ) = 0.

So S(v)² = 0: the Pauli principle holds for every superposition. Apply this to the sum of two rows u and v:

0 = S(u+v)² = S(u)² + S(u)S(v) + S(v)S(u) + S(v)² = S(u)S(v) + S(v)S(u).

Any two superpositions therefore anticommute.

Now regard the whole product as a function of its n coefficient rows:

P(v₀, …, vₙ₋₁) = S(v₀) S(v₁) ⋯ S(vₙ₋₁).

Here each vᵢ is a full row. P is linear in each row and changes sign when two neighbouring rows are exchanged. It vanishes when two rows are equal, because the equal factors can be moved next to each other, where they form a square.

Let eⱼ be the unit row with 1 in place j, so that S(eⱼ) = bⱼ. Row i of M is Σⱼ M(i,j) eⱼ, and linearity gives the nⁿ terms you were worried about, one for each choice f of a column in every row:

c₀ ⋯ cₙ₋₁ = Σ_f M(0,f(0)) ⋯ M(n−1,f(n−1)) P(e_f(0), …, e_f(n−1)).

If f picks a column twice, the term is zero. Otherwise f is a permutation σ, and sorting the rows costs its sign:

P(e_σ(0), …, e_σ(n−1)) = sgn(σ) b₀ ⋯ bₙ₋₁.

What remains is

c₀ ⋯ cₙ₋₁ = [Σ_σ sgn(σ) M(0,σ(0)) ⋯ M(n−1,σ(n−1))] b₀ ⋯ bₙ₋₁,

and the bracket is det M. For n = 0 both products are empty and equal 1, as does the determinant.

### Two orbitals, with numbers

Take c₀ = 2b₀ + b₁ and c₁ = b₀ + 3b₁, which is not a unitary mixing. Then

c₀c₁ = 2b₀b₀ + 6b₀b₁ + b₁b₀ + 3b₁b₁ = 6b₀b₁ − b₀b₁ = 5b₀b₁,

and det M = 2·3 − 1·1 = 5. Acting on the vacuum, this gives five times the state with both spin orbitals occupied, which after normalisation is the same state as before.

Anticommutation is essential here. The raising operators of two separate spin-½ particles also square to zero, but they commute. With c₀ = (b₀ + b₁)/√2 and c₁ = (b₀ − b₁)/√2 they give

c₀c₁ = (−b₀b₁ + b₁b₀)/2 = 0,

although b₀b₁ ≠ 0 and the determinant is −1. Forbidding double occupation of each mode is thus not enough for the formula.

### What happens to expectation values

Let Φ be the vector on which the operators act, normally the vacuum, and put Ψ = b₀ ⋯ bₙ₋₁ Φ. For a unitary matrix U, the mixed operators produce Ψ′ = det(U) Ψ. Since U†U = 1,

conj(det U) · det U = det(U†U) = 1,

and so, for a linear operator O,

⟨Ψ′, OΨ′⟩ = conj(det U) · det U · ⟨Ψ, OΨ⟩ = ⟨Ψ, OΨ⟩.

These vectors need not be normalised. The physical expectation value is ⟨Ψ, OΨ⟩/⟨Ψ, Ψ⟩ for Ψ ≠ 0, and taking O = 1 shows that the denominator is unchanged too. For a single determinant, the energy and the density are therefore the same in canonical and in unitarily localised occupied orbitals.

For your non-orthogonal orbitals with det M ≠ 0, numerator and denominator both acquire the factor |det M|², so the ratio survives; this last remark is a short consequence of the product formula and has no theorem to itself in the code below.

### How the Lean statements express this

`R` is a commutative ring of scalars and `A` an algebra over it, whose multiplication need not commute. In the physical case `R` is ℂ and `A` consists of operators on Fock space. The index type `Fin n` runs from 0 to n−1, as in the formulas above.

`IsFermionic b` contains the two relations and nothing more: there are no annihilation operators and no orthonormality of the orbitals. The square-zero relation is stated separately because anticommutation with i = j gives only 2bᵢbᵢ = 0, which says nothing in characteristic 2.

`rotate M b` is the family cᵢ. Despite its name, `M` may be any square matrix. Its rows hold the coefficients of the new operators; many texts put them in columns, which leaves the determinant unchanged. `orbitalProduct b` is the product of the operators in increasing order of index.

The main theorem, `orbitalProduct_rotate`, says that for every fermionic family `b` and every `M`, the product of the rotated family equals `M.det • orbitalProduct b`. Two consequences follow:

- `orbitalProduct_rotate_eq_zero_iff` takes scalars from a field and assumes that the original product is nonzero. The rotated product is then zero exactly when `M.det = 0`.
- `expectation_rotate` takes the bᵢ to be linear operators on a complex inner product space `E`, with `U` unitary. It equates the unnormalised expressions ⟨Ψ′, OΨ′⟩ and ⟨Ψ, OΨ⟩ for every `O` and every `Φ`.

The operators in `Module.End ℂ E` are defined on all of `E`. This suits a finite orbital basis. For an unbounded Hamiltonian, which is defined only on part of the space, the same argument works whenever Ψ lies in its domain, because Ψ′ is a multiple of Ψ.

The step from this algebra to your calculation is an identification: the bᵢ are the creation operators of your occupied spin orbitals and `Φ` is the vacuum, so that `orbitalProduct b Φ` is the Slater determinant. No hypothesis expresses that. The mixing also stays within the occupied set; rotations between occupied and virtual orbitals generally change the state.

```lean
import Mathlib

open Matrix

namespace OccupiedOrbitalRotation

noncomputable section

variable {R A : Type*} [CommRing R] [Ring A] [Algebra R A] {n : ℕ}

/-- The relations of fermionic creation operators: each one squares to zero and
any two of them anticommute. -/
def IsFermionic (b : Fin n → A) : Prop :=
  (∀ i, b i * b i = 0) ∧ ∀ i j, b i * b j = -(b j * b i)

/-- The rotated operators `c i = ∑ j, M i j • b j`. -/
def rotate (M : Matrix (Fin n) (Fin n) R) (b : Fin n → A) : Fin n → A :=
  fun i => ∑ j, M i j • b j

/-- The ordered product `b 0 * b 1 * ... * b (n - 1)`, equal to `1` when `n = 0`. -/
def orbitalProduct (b : Fin n → A) : A := (List.ofFn b).prod

/-- Pauli principle for superpositions: every linear combination of fermionic creation
operators squares to zero. -/
theorem superposition_sq {b : Fin n → A} (hb : IsFermionic b) (v : Fin n → R) :
    (∑ j, v j • b j) * (∑ j, v j • b j) = 0 := by
  rw [Finset.sum_mul_sum, ← Finset.sum_product']
  -- the term (i, j) cancels against the term (j, i)
  refine Finset.sum_involution (fun p _ => (p.2, p.1)) ?_ ?_ ?_ ?_
  · rintro ⟨i, j⟩ _
    simp only [smul_mul_smul_comm]
    rw [hb.2 i j, smul_neg, mul_comm (v i) (v j), neg_add_cancel]
  · rintro ⟨i, j⟩ _ hne h
    have hji : j = i := congrArg Prod.fst h
    subst hji
    apply hne
    simp only [smul_mul_smul_comm, hb.1, smul_zero]
  · intro p _
    simp
  · intro p _
    rfl

/-- Rotated fermionic creation operators again square to zero and anticommute. -/
theorem isFermionic_rotate {b : Fin n → A} (hb : IsFermionic b)
    (M : Matrix (Fin n) (Fin n) R) : IsFermionic (rotate M b) := by
  refine ⟨fun i => superposition_sq hb (M i), fun i j => ?_⟩
  have hi := superposition_sq hb (M i)
  have hj := superposition_sq hb (M j)
  -- polarisation: expand the square of the sum of two rotated operators
  have h := superposition_sq hb (M i + M j)
  simp only [Pi.add_apply, add_smul, Finset.sum_add_distrib] at h
  rw [add_mul, mul_add, mul_add, hi, hj, zero_add, add_zero] at h
  exact eq_neg_of_add_eq_zero_left h

/-- An alternating multilinear function of `n` coefficient rows of length `n` is the
determinant of the rows times its value on the unit rows. -/
theorem alternating_eq_det (F : (Fin n → R) [⋀^Fin n]→ₗ[R] A)
    (M : Matrix (Fin n) (Fin n) R) :
    F M = M.det • F (fun i => Pi.single i 1) := by
  let G : (Fin n → R) [⋀^Fin n]→ₗ[R] A :=
    (LinearMap.toSpanSingleton R A (F fun i => Pi.single i 1)).compAlternatingMap
      Matrix.detRowAlternating
  have h1 : (fun i => Pi.single i 1 : Fin n → Fin n → R) =
      (1 : Matrix (Fin n) (Fin n) R) := by
    funext i j
    simp [Matrix.one_apply, Pi.single_apply, eq_comm]
  have hd : (Matrix.detRowAlternating : (Fin n → R) [⋀^Fin n]→ₗ[R] R)
      (fun i => Pi.single i 1) = 1 := by
    rw [h1]
    exact Matrix.det_one
  have hG : G (fun i => Pi.single i 1) = F (fun i => Pi.single i 1) :=
    (congrArg (fun r : R => r • F (fun i => Pi.single i 1)) hd).trans (one_smul _ _)
  have hFG : F = G := by
    refine (Pi.basisFun R (Fin n)).ext_alternating fun v hv => ?_
    -- distinct unit rows are a permutation of all unit rows
    let σ : Equiv.Perm (Fin n) :=
      Equiv.ofBijective v (Finite.injective_iff_bijective.mp hv)
    have key : ∀ H : (Fin n → R) [⋀^Fin n]→ₗ[R] A,
        H (fun i => Pi.basisFun R (Fin n) (v i)) =
          Equiv.Perm.sign σ • H (fun i => Pi.single i 1) := by
      intro H
      rw [← H.map_perm (fun i => Pi.single i (1 : R)) σ]
      refine congrArg H (funext fun i => ?_)
      simp [σ]
    rw [key F, key G, hG]
  exact congrArg (fun H : (Fin n → R) [⋀^Fin n]→ₗ[R] A => H M) hFG

/-- Occupied-orbital rotation: the ordered product of the rotated fermionic creation operators is
the determinant of the square matrix `M` times the original product. -/
theorem orbitalProduct_rotate {b : Fin n → A} (hb : IsFermionic b)
    (M : Matrix (Fin n) (Fin n) R) :
    orbitalProduct (rotate M b) = M.det • orbitalProduct b := by
  have hL : ∀ v : Fin n → R,
      Fintype.linearCombination R b v * Fintype.linearCombination R b v = 0 := by
    intro v
    rw [Fintype.linearCombination_apply]
    exact superposition_sq hb v
  -- the product of superpositions factors through the exterior algebra
  let F : (Fin n → R) [⋀^Fin n]→ₗ[R] A :=
    (ExteriorAlgebra.lift R ⟨Fintype.linearCombination R b, hL⟩).toLinearMap.compAlternatingMap
      (ExteriorAlgebra.ιMulti R n)
  have hF : ∀ v : Fin n → Fin n → R,
      F v = orbitalProduct (fun i => ∑ j, v i j • b j) := by
    intro v
    change ExteriorAlgebra.lift R ⟨Fintype.linearCombination R b, hL⟩
      (ExteriorAlgebra.ιMulti R n v) = _
    rw [ExteriorAlgebra.ιMulti_apply, map_list_prod, List.map_ofFn]
    refine congrArg (fun f : Fin n → A => (List.ofFn f).prod) (funext fun i => ?_)
    rw [Function.comp_apply, ExteriorAlgebra.lift_ι_apply, Fintype.linearCombination_apply]
  have hunit : (fun i => ∑ j, (Pi.single i (1 : R) : Fin n → R) j • b j) = b := by
    funext i
    simp [Pi.single_apply]
  have hone : F (fun i => Pi.single i 1) = orbitalProduct b :=
    (hF _).trans (congrArg orbitalProduct hunit)
  have h := alternating_eq_det F M
  rw [hone] at h
  exact (hF M).symm.trans h

/-- Over a field, if the original product of fermionic creation operators is nonzero, the rotated
product vanishes exactly when the square matrix `M` has determinant zero. -/
theorem orbitalProduct_rotate_eq_zero_iff {K B : Type*} [Field K] [Ring B] [Algebra K B]
    {b : Fin n → B} (hb : IsFermionic b) (hne : orbitalProduct b ≠ 0)
    (M : Matrix (Fin n) (Fin n) K) :
    orbitalProduct (rotate M b) = 0 ↔ M.det = 0 := by
  rw [orbitalProduct_rotate hb, smul_eq_zero, or_iff_left hne]

/-- A unitary rotation of the fermionic creation operators leaves `⟨Ψ, O Ψ⟩` unchanged for
every linear operator `O`, where `Ψ` is the product of the operators applied to `Φ`. -/
theorem expectation_rotate {E : Type*} [NormedAddCommGroup E] [InnerProductSpace ℂ E]
    {b : Fin n → Module.End ℂ E} (hb : IsFermionic b)
    {U : Matrix (Fin n) (Fin n) ℂ} (hU : U ∈ Matrix.unitaryGroup (Fin n) ℂ)
    (O : Module.End ℂ E) (Φ : E) :
    inner ℂ (orbitalProduct (rotate U b) Φ) (O (orbitalProduct (rotate U b) Φ)) =
      inner ℂ (orbitalProduct b Φ) (O (orbitalProduct b Φ)) := by
  -- the determinant of a unitary matrix is a phase
  have hdet : (starRingEnd ℂ) U.det * U.det = 1 := (Matrix.det_of_mem_unitary hU).1
  rw [orbitalProduct_rotate hb, LinearMap.smul_apply, map_smul, inner_smul_left,
    inner_smul_right, ← mul_assoc, hdet, one_mul]

/-- Creation matrices of two fermionic modes in the occupation basis 00, 01, 10, 11. -/
def twoModeCreation : Fin 2 → Matrix (Fin 4) (Fin 4) ℂ :=
  ![!![0, 0, 0, 0; 0, 0, 0, 0; 1, 0, 0, 0; 0, 1, 0, 0],
    !![0, 0, 0, 0; 1, 0, 0, 0; 0, 0, 0, 0; 0, 0, -1, 0]]

/-- The two-mode creation matrices square to zero and anticommute, and their product is
nonzero. -/
theorem isFermionic_witness :
    IsFermionic twoModeCreation ∧ orbitalProduct twoModeCreation ≠ 0 := by
  refine ⟨⟨fun i => ?_, fun i j => ?_⟩, fun h => ?_⟩
  · fin_cases i <;> ext k l <;> fin_cases k <;> fin_cases l <;>
      simp [twoModeCreation, Matrix.mul_apply, Fin.sum_univ_four]
  · fin_cases i <;> fin_cases j <;> ext k l <;> fin_cases k <;> fin_cases l <;>
      simp [twoModeCreation, Matrix.mul_apply, Fin.sum_univ_four]
  · -- the product sends the empty state to the doubly occupied one
    have h30 := congrFun (congrFun h 3) 0
    simp [orbitalProduct, twoModeCreation, List.ofFn_succ, Matrix.mul_apply,
      Fin.sum_univ_four] at h30

end

end OccupiedOrbitalRotation
```

```lean
#print axioms OccupiedOrbitalRotation.isFermionic_rotate
#print axioms OccupiedOrbitalRotation.orbitalProduct_rotate
#print axioms OccupiedOrbitalRotation.orbitalProduct_rotate_eq_zero_iff
#print axioms OccupiedOrbitalRotation.expectation_rotate
```

```
'OccupiedOrbitalRotation.isFermionic_rotate' depends on axioms: [propext, Classical.choice, Quot.sound]
'OccupiedOrbitalRotation.orbitalProduct_rotate' depends on axioms: [propext, Classical.choice, Quot.sound]
'OccupiedOrbitalRotation.orbitalProduct_rotate_eq_zero_iff' depends on axioms: [propext, Classical.choice, Quot.sound]
'OccupiedOrbitalRotation.expectation_rotate' depends on axioms: [propext, Classical.choice, Quot.sound]
```

### From the cancelling pairs to the exterior algebra

`superposition_sq` is the calculation of S(v)². It turns the product of sums into one sum over pairs (i, j), and `Finset.sum_involution` matches each pair with (j, i). The first case of the proof shows that matched terms add to zero. The second deals with pairs matched to themselves, which are the diagonal terms, and uses bᵢbᵢ = 0. The other two check that swapping stays within the index set and that swapping twice restores the pair.

`isFermionic_rotate` is the polarisation step. It applies the previous result to `M i + M j`, expands, and removes the two squares. What is left is the anticommutation of cᵢ and cⱼ.

`alternating_eq_det` replaces the sum over column choices f. It compares a given alternating function `F` with a second one, `G`, defined as the determinant times the value of `F` on the unit rows. By `ext_alternating`, two such functions are equal once they agree on all lists of distinct unit rows. A list of n distinct unit rows is a permutation `σ` of all of them, so `map_perm` gives both functions the same sign, and `hG` says that they agree on the unit rows in their original order.

`orbitalProduct_rotate` has to show that the product P is alternating. Where the derivation above moved equal factors together, Lean uses the exterior algebra, the algebra generated by coefficient rows subject to the rule that every row squares to zero. Because S(v)² = 0 (`hL`), the map v ↦ S(v) extends to an algebra homomorphism, `ExteriorAlgebra.lift`. The wedge product of n rows, `ιMulti`, is alternating, and hence so is its image `F`. The step `hF` identifies that image with the product of superpositions, and `hunit` says that unit rows return the original bᵢ. The determinant lemma then finishes the proof, without any call to `isFermionic_rotate`.

The two consequences are short. Over a field, a scalar multiple of a nonzero element vanishes only if the scalar does. For the expectation value, the determinant comes out of the first slot of the inner product conjugated and out of the second unchanged, and `hdet` says that the two factors multiply to 1.

Finally, `isFermionic_witness` checks explicit 4×4 creation matrices for two modes, entry by entry. They satisfy both relations, and their product takes the empty state 00 to the doubly occupied state 11. The assumptions of the nonvanishing criterion are thus met by an actual two-mode fermionic system.
